# Engel–Farid plasmon modes for a positive definite strength matrix and a negative definite static response

A GW calculation with the Engel–Farid model solves one generalised Hermitian eigenproblem per wave vector, after which the frequency integral of the self-energy can be done pole by pole. The problems below derive the algebra behind that step, for a finite basis and undamped modes.

Two $n\times n$ complex matrices are given. The strength matrix $K$ comes from the f-sum rule and fixes the leading high-frequency term of the response, $K/\omega^2$; $\chi_0$ is the static density response of the interacting electrons, not the independent-particle response that often bears this symbol. Both $K$ and $-\chi_0$ are assumed positive definite: every non-zero perturbation in the basis carries sum-rule strength, and the system is stable against it and responds to it. How well the model reproduces the true response between the two limits is a separate, physical question.

```lean
import Mathlib

open Matrix Filter Topology
open scoped ComplexOrder

namespace EngelFarid

noncomputable section

variable {n : Type*} [Fintype n] [DecidableEq n]
```

For vectors $z_l$ and weights $c_l$, write $S(c)=\sum_l c_l z_l z_l^*$, which is `modeSum z c`. There are as many modes as basis functions, so both indices run over the type `n`.

```lean
/-- The sum of the dyads `z_l z_l^*` with weights `c_l`. -/
def modeSum (z : n → n → ℂ) (c : n → ℂ) : Matrix n n ℂ :=
  ∑ l, c l • vecMulVec (z l) (star (z l))
```

The matrix $Z$ has the modes as columns: $Z_{il}=(z_l)_i$, in Lean `z l i`.

```lean
/-- The matrix whose columns are the mode vectors `z_l`. -/
def modeMatrix (z : n → n → ℂ) : Matrix n n ℂ := Matrix.of fun i l => z l i
```

The model postulates the inverse response $R(\omega)=\omega^2K^{-1}+\chi_0^{-1}$ for complex $\omega$, with $\omega^2$ and not $|\omega|^2$.

```lean
/-- The Engel-Farid inverse response `ω² K⁻¹ + χ₀⁻¹`, for invertible `K` and `χ₀`. -/
def inverseResponse (K χ₀ : Matrix n n ℂ) (ω : ℂ) : Matrix n n ℂ :=
  ω ^ 2 • K⁻¹ + χ₀⁻¹
```

`PlasmonModes K χ₀ z w` says that the frequencies $w_l$ are positive and that the same dyads build both input matrices, with the weights written out in (c).

```lean
/-- Vectors `z_l` and frequencies `w_l > 0` that decompose both the strength matrix,
`K = ∑ z_l z_l^*`, and the static response, `χ₀ = -∑ z_l z_l^* / w_l²`. -/
structure PlasmonModes (K χ₀ : Matrix n n ℂ) (z : n → n → ℂ) (w : n → ℝ) : Prop where
  pos : ∀ l, 0 < w l
  strength : K = modeSum z (fun _ => 1)
  static : χ₀ = modeSum z (fun l => -1 / (w l : ℂ) ^ 2)
```

### (a) Dyads as a matrix product

Show that $S(c)=Z\,\mathrm{diag}(c)\,Z^*$.

The $(i,j)$ entry of the right side is $\sum_l (z_l)_i\,c_l\,\overline{(z_l)_j}$, which is that of $S(c)$. Lean also compares entries, and `ring` reorders the factors.

```lean
/-- A weighted sum of dyads is the product of the mode matrix, the diagonal matrix of
weights and the adjoint mode matrix. -/
theorem modeSum_eq (z : n → n → ℂ) (c : n → ℂ) :
    modeSum z c = modeMatrix z * diagonal c * (modeMatrix z)ᴴ := by
  ext i j
  rw [Matrix.mul_apply]
  simp only [modeSum, modeMatrix, Matrix.sum_apply, Matrix.smul_apply, vecMulVec_apply,
    mul_diagonal, conjTranspose_apply, of_apply, Pi.star_apply, smul_eq_mul]
  exact Finset.sum_congr rfl fun l _ => by ring
```

### (b) Positive eigenvalues

For positive definite $A$, find $U$ with $UU^*=1$ and $d_i>0$ such that $A=U\,\mathrm{diag}(d)\,U^*$.

$A$ is Hermitian, so the spectral theorem gives orthonormal eigenvectors $u_i$, the columns of $U$. Then $d_i=u_i^*Au_i>0$. Mathlib supplies both facts.

```lean
/-- A positive definite matrix is diagonalised by a unitary matrix, with positive
eigenvalues. -/
theorem posDef_spectral {A : Matrix n n ℂ} (hA : A.PosDef) :
    ∃ (U : Matrix n n ℂ) (d : n → ℝ), (∀ i, 0 < d i) ∧ U * Uᴴ = 1 ∧
      A = U * diagonal (fun i => (d i : ℂ)) * Uᴴ := by
  have h := hA.isHermitian.spectral_theorem
  rw [Unitary.conjStarAlgAut_apply] at h
  exact ⟨hA.isHermitian.eigenvectorUnitary, hA.isHermitian.eigenvalues,
    hA.eigenvalues_pos, mem_unitaryGroup_iff.1 hA.isHermitian.eigenvectorUnitary.2, h⟩
```

### (c) Common modes exist

Find $z_l$ and $w_l>0$ with
$$K=\sum_l z_lz_l^*,\qquad \chi_0=-\sum_l \frac{z_lz_l^*}{w_l^2}.$$

Write $K=U\,\mathrm{diag}(d)\,U^*$ and set $B=U\,\mathrm{diag}(\sqrt{d})$, so that $BB^*=K$. Since $K$ is invertible, so is $B$; let $C=B^{-1}$. The matrix $M=C(-\chi_0)C^*$ is positive definite, because $v^*Mv=(C^*v)^*(-\chi_0)(C^*v)$ and $C^*$ is injective. By (b), $M=V\,\mathrm{diag}(e)\,V^*$ with $e_l>0$.

Take $Z=BV$ and $w_l=1/\sqrt{e_l}$. Then $ZZ^*=BVV^*B^*=K$ and $Z\,\mathrm{diag}(e)\,Z^*=BMB^*=-\chi_0$. By (a), these are the two sums.

In the code, `hinj` is the injectivity of $C^*$ and `hX` is the last identity.

```lean
/-- If `K` and `-χ₀` are positive definite, they have a common set of plasmon modes. -/
theorem exists_plasmonModes {K χ₀ : Matrix n n ℂ} (hK : K.PosDef) (hχ : (-χ₀).PosDef) :
    ∃ z w, PlasmonModes K χ₀ z w := by
  -- factor the strength matrix as `K = B Bᴴ`
  obtain ⟨U, d, hd, -, hKd⟩ := posDef_spectral hK
  obtain ⟨B, hB⟩ : ∃ B : Matrix n n ℂ, B * Bᴴ = K := by
    refine ⟨U * diagonal (fun i => ((√(d i) : ℝ) : ℂ)), ?_⟩
    have hs : diagonal (fun i => ((√(d i) : ℝ) : ℂ)) *
        (diagonal (fun i => ((√(d i) : ℝ) : ℂ)))ᴴ = diagonal (fun i => (d i : ℂ)) := by
      rw [diagonal_conjTranspose, diagonal_mul_diagonal]
      refine congrArg diagonal (funext fun i => ?_)
      change ((√(d i) : ℝ) : ℂ) * star ((√(d i) : ℝ) : ℂ) = (d i : ℂ)
      rw [Complex.star_def, Complex.conj_ofReal, ← Complex.ofReal_mul,
        Real.mul_self_sqrt (hd i).le]
    rw [hKd, ← hs, conjTranspose_mul]
    simp only [Matrix.mul_assoc]
  obtain ⟨C, hBC⟩ : ∃ C : Matrix n n ℂ, B * C = 1 :=
    ⟨Bᴴ * K⁻¹, by rw [← Matrix.mul_assoc, hB,
      Matrix.mul_nonsing_inv _ ((Matrix.isUnit_iff_isUnit_det _).1 hK.isUnit)]⟩
  have hCB : Cᴴ * Bᴴ = 1 := by rw [← conjTranspose_mul, hBC, conjTranspose_one]
  have hinj : Function.Injective (Cᴴ).mulVec :=
    Function.LeftInverse.injective (g := fun v => Bᴴ *ᵥ v) fun v => by
      change Bᴴ *ᵥ (Cᴴ *ᵥ v) = v
      rw [mulVec_mulVec, mul_eq_one_comm.1 hCB, one_mulVec]
  -- diagonalise the static response in the frame where `K` is the identity
  obtain ⟨V, e, he, hV, hM⟩ := posDef_spectral (hχ.conjTranspose_mul_mul_same hinj)
  have hX : B * V * diagonal (fun i => (e i : ℂ)) * (B * V)ᴴ = -χ₀ := by
    calc _ = B * (V * diagonal (fun i => (e i : ℂ)) * Vᴴ) * Bᴴ := by
          simp only [conjTranspose_mul, Matrix.mul_assoc]
      _ = (B * C) * (-χ₀) * (Cᴴ * Bᴴ) := by
          rw [← hM]
          simp only [conjTranspose_conjTranspose, Matrix.mul_assoc]
      _ = -χ₀ := by rw [hBC, hCB, Matrix.one_mul, Matrix.mul_one]
  refine ⟨fun l i => (B * V) i l, fun l => (√(e l))⁻¹,
    fun l => inv_pos.2 (Real.sqrt_pos.2 (he l)), ?_, ?_⟩
  · rw [modeSum_eq, diagonal_one, Matrix.mul_one]
    change K = (B * V) * (B * V)ᴴ
    rw [conjTranspose_mul, Matrix.mul_assoc, ← Matrix.mul_assoc V, hV, Matrix.one_mul, hB]
  · have hc : diagonal (fun l => -1 / (((√(e l))⁻¹ : ℝ) : ℂ) ^ 2) =
        -diagonal (fun l => (e l : ℂ)) := by
      rw [diagonal_neg]
      refine congrArg diagonal (funext fun l => ?_)
      rw [← Complex.ofReal_pow, inv_pow, Real.sq_sqrt (he l).le, Complex.ofReal_inv,
        div_inv_eq_mul, neg_one_mul]
    rw [modeSum_eq, hc]
    change χ₀ = (B * V) * -diagonal (fun l => (e l : ℂ)) * (B * V)ᴴ
    rw [Matrix.mul_neg, Matrix.neg_mul, hX, neg_neg]
```

### (d) Inverting a sum of dyads

Let $YZ=1$ and $c_le_l=1$ for all $l$. Show that $S(c)\,Y^*\mathrm{diag}(e)\,Y=1$.

Taking the adjoint of $YZ=1$ gives $Z^*Y^*=1$. Hence
$$Z\,\mathrm{diag}(c)\,Z^*Y^*\,\mathrm{diag}(e)\,Y=Z\,\mathrm{diag}(c)\,\mathrm{diag}(e)\,Y=ZY=1.$$
The last equality holds because a left inverse of a square matrix is also a right inverse (`mul_eq_one_comm`).

```lean
/-- If `Y` inverts the mode matrix and the weights satisfy `c_l e_l = 1`, then
`Yᴴ diag(e) Y` inverts the sum of dyads with weights `c_l`. -/
theorem modeSum_mul_dual {z : n → n → ℂ} {Y : Matrix n n ℂ} (hY : Y * modeMatrix z = 1)
    {c e : n → ℂ} (h : ∀ l, c l * e l = 1) :
    modeSum z c * (Yᴴ * diagonal e * Y) = 1 := by
  have h1 : (modeMatrix z)ᴴ * Yᴴ = 1 := by
    rw [← conjTranspose_mul, hY, conjTranspose_one]
  have h3 : diagonal c * diagonal e = 1 := by simp [diagonal_mul_diagonal, h]
  calc _ = modeMatrix z * (diagonal c * ((modeMatrix z)ᴴ * Yᴴ) * diagonal e) * Y := by
        rw [modeSum_eq]
        simp only [Matrix.mul_assoc]
    _ = 1 := by rw [h1, Matrix.mul_one, h3, Matrix.mul_one, mul_eq_one_comm.1 hY]
```

### (e) The inverse response in mode coordinates

For invertible $K$ with modes as in (c), find $Y=Z^{-1}$ such that, for every $\omega$,
$$R(\omega)=Y^*\,\mathrm{diag}(\omega^2-w_l^2)\,Y.$$

Since $ZZ^*=K$, the choice $Y=Z^*K^{-1}$ works. Part (d) with $c_l=e_l=1$ gives $K^{-1}=Y^*Y$; with $c_l=-1/w_l^2$ and $e_l=-w_l^2$ it gives $\chi_0^{-1}=-Y^*\mathrm{diag}(w_l^2)\,Y$. Add $\omega^2$ times the first to the second. These are `hKi` and `hχi` in the code.

Writing $Z^*$ for $Z^{-1}$ would be wrong in general: the modes need not be orthonormal, as (k) shows.

```lean
/-- For plasmon modes of `K` and `χ₀`, with `K` invertible, the mode matrix has an inverse `Y`, and
at every frequency the inverse response is `Yᴴ diag(ω² - w_l²) Y`. -/
theorem inverseResponse_eq {K χ₀ : Matrix n n ℂ} {z : n → n → ℂ} {w : n → ℝ}
    (hK : IsUnit K) (h : PlasmonModes K χ₀ z w) :
    ∃ Y : Matrix n n ℂ, Y * modeMatrix z = 1 ∧ ∀ ω : ℂ,
      inverseResponse K χ₀ ω = Yᴴ * diagonal (fun l => ω ^ 2 - (w l : ℂ) ^ 2) * Y := by
  have hZ : modeMatrix z * (modeMatrix z)ᴴ = K := by
    rw [h.strength, modeSum_eq, diagonal_one, Matrix.mul_one]
  have hY : (modeMatrix z)ᴴ * K⁻¹ * modeMatrix z = 1 := by
    apply mul_eq_one_comm.1
    rw [← Matrix.mul_assoc, hZ,
      Matrix.mul_nonsing_inv _ ((Matrix.isUnit_iff_isUnit_det _).1 hK)]
  generalize (modeMatrix z)ᴴ * K⁻¹ = Y at hY
  refine ⟨Y, hY, fun ω => ?_⟩
  have hKi : K⁻¹ = Yᴴ * diagonal (fun _ => 1) * Y := Matrix.inv_eq_right_inv (by
    rw [h.strength]
    exact modeSum_mul_dual hY fun _ => one_mul 1)
  have hχi : χ₀⁻¹ = Yᴴ * diagonal (fun l => -(w l : ℂ) ^ 2) * Y :=
    Matrix.inv_eq_right_inv (by
      rw [h.static]
      refine modeSum_mul_dual hY fun l => ?_
      have hl : (w l : ℂ) ≠ 0 := Complex.ofReal_ne_zero.2 (h.pos l).ne'
      field_simp)
  have hd : diagonal (fun l => ω ^ 2 - (w l : ℂ) ^ 2) =
      ω ^ 2 • diagonal (fun _ => (1 : ℂ)) + diagonal (fun l => -(w l : ℂ) ^ 2) := by
    ext i j
    by_cases hij : i = j
    · subst hij
      simp [sub_eq_add_neg]
    · simp [hij]
  rw [inverseResponse, hKi, hχi, hd, Matrix.mul_add, Matrix.add_mul, Matrix.mul_smul,
    Matrix.smul_mul]
```

### (f) Where the inverse response is singular

Show that $R(\omega)$ is invertible if and only if $\omega^2\ne w_l^2$ for all $l$.

By (e), $\det R(\omega)=|\det Y|^2\prod_l(\omega^2-w_l^2)$, and $\det Y\neq0$. Lean takes the same determinant.

```lean
/-- For invertible `K`, the inverse response is invertible exactly when `ω²` differs from
every squared mode frequency. -/
theorem isUnit_inverseResponse_iff {K χ₀ : Matrix n n ℂ} {z : n → n → ℂ} {w : n → ℝ}
    (hK : IsUnit K) (h : PlasmonModes K χ₀ z w) (ω : ℂ) :
    IsUnit (inverseResponse K χ₀ ω) ↔ ∀ l, ω ^ 2 ≠ (w l : ℂ) ^ 2 := by
  obtain ⟨Y, hY, hR⟩ := inverseResponse_eq hK h
  have hdet : Y.det ≠ 0 := by
    intro h0
    have h1 := congrArg Matrix.det hY
    rw [det_mul, h0, zero_mul, det_one] at h1
    exact zero_ne_one h1
  rw [hR, Matrix.isUnit_iff_isUnit_det, isUnit_iff_ne_zero, det_mul, det_mul,
    det_conjTranspose, det_diagonal]
  simp [hdet, Finset.prod_eq_zero_iff, sub_eq_zero]
```

### (g) The modes as null vectors

Show that $z_l\neq0$ and $R(w_l)\,z_l=0$.

Column $l$ of $YZ=1$ says that $Yz_l$ is the $l$-th unit vector (`hz`), so $z_l\ne0$. At $\omega=w_l$ the diagonal matrix in (e) annihilates that unit vector. This is the generalised eigenproblem $\chi_0^{-1}z_l=-w_l^2K^{-1}z_l$.

```lean
/-- For invertible `K`, each mode vector is non-zero and is annihilated by the inverse response
at its own frequency. -/
theorem mode_equation {K χ₀ : Matrix n n ℂ} {z : n → n → ℂ} {w : n → ℝ}
    (hK : IsUnit K) (h : PlasmonModes K χ₀ z w) (l : n) :
    z l ≠ 0 ∧ inverseResponse K χ₀ (w l) *ᵥ z l = 0 := by
  obtain ⟨Y, hY, hR⟩ := inverseResponse_eq hK h
  have hz : Y *ᵥ z l = Pi.single l 1 := by
    funext i
    have hi := congrFun (congrFun hY i) l
    simpa [Matrix.mul_apply, mulVec, dotProduct, modeMatrix, Matrix.one_apply,
      Pi.single_apply] using hi
  constructor
  · intro h0
    rw [h0, mulVec_zero] at hz
    have hl := congrFun hz l
    simp at hl
  · have h0 : diagonal (fun k => (w l : ℂ) ^ 2 - (w k : ℂ) ^ 2) *ᵥ Pi.single l 1 = 0 := by
      funext i
      rw [mulVec_diagonal]
      by_cases hi : i = l
      · subst hi
        simp
      · simp [hi]
    rw [hR, ← mulVec_mulVec, ← mulVec_mulVec, hz, h0, mulVec_zero]
```

### (h) The pole sum

For $\omega^2$ different from every $w_l^2$, show that
$$R(\omega)^{-1}=\sum_l\frac{z_lz_l^*}{\omega^2-w_l^2}.$$

Use (d) with $e_l=\omega^2-w_l^2$ and $c_l=1/e_l$: the sum times $R(\omega)$ is $1$.

```lean
/-- If `z_l` and `w_l` are plasmon modes of `K` and `χ₀`, `K` is invertible and `ω²` differs from
every `w_l²`, the response is the sum of the dyads `z_l z_l^*` divided by `ω² - w_l²`. -/
theorem response_eq {K χ₀ : Matrix n n ℂ} {z : n → n → ℂ} {w : n → ℝ}
    (hK : IsUnit K) (h : PlasmonModes K χ₀ z w) {ω : ℂ} (hω : ∀ l, ω ^ 2 ≠ (w l : ℂ) ^ 2) :
    (inverseResponse K χ₀ ω)⁻¹ = modeSum z (fun l => 1 / (ω ^ 2 - (w l : ℂ) ^ 2)) := by
  obtain ⟨Y, hY, hR⟩ := inverseResponse_eq hK h
  apply Matrix.inv_eq_left_inv
  rw [hR]
  exact modeSum_mul_dual hY fun l => one_div_mul_cancel (sub_ne_zero.2 (hω l))
```

### (i) One set of modes for all frequencies

From positive definiteness of $K$ and $-\chi_0$ alone, obtain $z_l$ and $w_l>0$, chosen before $\omega$, that satisfy (c) and, at every allowed $\omega$, (h).

Part (c) supplies the modes, (f) the invertibility and (h) the formula. Invertibility is stated separately because Lean assigns a value even to the inverse of a singular matrix.

```lean
/-- **Engel-Farid plasmon-pole model.** If `K` and `-χ₀` are positive definite, common vectors `z_l`
and frequencies `w_l > 0` decompose `K`, `χ₀` and, whenever `ω²` avoids every `w_l²`, the response
`(ω² K⁻¹ + χ₀⁻¹)⁻¹`; the matrix `ω² K⁻¹ + χ₀⁻¹` is then invertible. -/
theorem engel_farid {K χ₀ : Matrix n n ℂ} (hK : K.PosDef) (hχ : (-χ₀).PosDef) :
    ∃ (z : n → n → ℂ) (w : n → ℝ), (∀ l, 0 < w l) ∧
      K = modeSum z (fun _ => 1) ∧
      χ₀ = modeSum z (fun l => -1 / (w l : ℂ) ^ 2) ∧
      ∀ ω : ℂ, (∀ l, ω ^ 2 ≠ (w l : ℂ) ^ 2) →
        IsUnit (inverseResponse K χ₀ ω) ∧
        (inverseResponse K χ₀ ω)⁻¹ = modeSum z (fun l => 1 / (ω ^ 2 - (w l : ℂ) ^ 2)) := by
  obtain ⟨z, w, h⟩ := exists_plasmonModes hK hχ
  exact ⟨z, w, h.pos, h.strength, h.static, fun ω hω =>
    ⟨(isUnit_inverseResponse_iff hK.isUnit h ω).2 hω, response_eq hK.isUnit h hω⟩⟩
```

### (j) Static and high-frequency limits

Show that $R(0)^{-1}=\chi_0$ and $\omega^2R(\omega)^{-1}\to K$ as $|\omega|\to\infty$.

At zero frequency $R(0)=\chi_0^{-1}$. For large $|\omega|$, (h) gives
$$\omega^2R(\omega)^{-1}=\sum_l\frac{z_lz_l^*}{1-w_l^2/\omega^2}\to\sum_l z_lz_l^*=K.$$
The filter `Bornology.cobounded ℂ` expresses $|\omega|\to\infty$ in any complex direction. `key` is the limit of the sum, and `filter_upwards` restricts to $\omega$ away from zero and the poles.

For $n=1$, with $K=k$ and $\chi_0=-a$, there is a single mode, with $w^2=k/a$, and the response is $k/(\omega^2-k/a)$.

```lean
/-- For positive definite `K` and `-χ₀`, the response equals `χ₀` at zero frequency, and `ω²`
times the response tends to `K` as `|ω|` grows without bound. -/
theorem response_limits {K χ₀ : Matrix n n ℂ} (hK : K.PosDef) (hχ : (-χ₀).PosDef) :
    (inverseResponse K χ₀ 0)⁻¹ = χ₀ ∧
      Tendsto (fun ω : ℂ => ω ^ 2 • (inverseResponse K χ₀ ω)⁻¹)
        (Bornology.cobounded ℂ) (𝓝 K) := by
  constructor
  · have hu : IsUnit χ₀ := by simpa using hχ.isUnit.neg
    have h0 : inverseResponse K χ₀ 0 = χ₀⁻¹ := by simp [inverseResponse]
    rw [h0, Matrix.nonsing_inv_nonsing_inv _ ((Matrix.isUnit_iff_isUnit_det _).1 hu)]
  · obtain ⟨z, w, h⟩ := exists_plasmonModes hK hχ
    have hlim : ∀ l, Tendsto (fun ω : ℂ => 1 - (w l : ℂ) ^ 2 * (ω⁻¹) ^ 2)
        (Bornology.cobounded ℂ) (𝓝 1) := fun l => by
      simpa using ((tendsto_inv₀_cobounded (α := ℂ)).pow 2).const_mul ((w l : ℂ) ^ 2)
        |>.const_sub 1
    -- each mode enters with a weight that tends to one
    have key : Tendsto (fun ω : ℂ => modeSum z
        (fun l => (1 - (w l : ℂ) ^ 2 * (ω⁻¹) ^ 2)⁻¹)) (Bornology.cobounded ℂ) (𝓝 K) := by
      rw [h.strength]
      unfold modeSum
      refine tendsto_finsetSum _ fun l _ => Tendsto.smul_const ?_ _
      simpa using (hlim l).inv₀ one_ne_zero
    refine key.congr' ?_
    filter_upwards [Bornology.eventually_ne_cobounded (0 : ℂ),
      eventually_all.2 fun l => (hlim l).eventually_ne one_ne_zero] with ω h0 h1
    have hne : ∀ l, ω ^ 2 ≠ (w l : ℂ) ^ 2 := fun l e => h1 l (by
      rw [← e, ← mul_pow, mul_inv_cancel₀ h0]
      ring)
    rw [response_eq hK.isUnit h hne]
    simp only [modeSum, Finset.smul_sum, smul_smul]
    refine Finset.sum_congr rfl fun l _ => ?_
    have e : 1 - (w l : ℂ) ^ 2 * (ω⁻¹) ^ 2 = (ω ^ 2 - (w l : ℂ) ^ 2) / ω ^ 2 := by
      rw [sub_div, div_self (pow_ne_zero 2 h0), inv_pow, div_eq_mul_inv]
    rw [e, inv_div, mul_one_div]
```

### (k) Two non-orthogonal modes

Find $K$ and $\chi_0$ for $z_1=(1,0)$, $z_2=(1,1)$, $w_1=1$, $w_2=2$, and check that $K$ is invertible. (Lean numbers these modes 0 and 1.)

Adding the dyads with weights $1,1$ and then $-1,-\tfrac14$ gives
$$K=\begin{pmatrix}2&1\\1&1\end{pmatrix},\qquad \chi_0=\begin{pmatrix}-\tfrac54&-\tfrac14\\-\tfrac14&-\tfrac14\end{pmatrix},$$
with $\det K=1$. Lean checks the entries one by one. Here $z_1^*z_2=1$, so the modes are not orthogonal.

```lean
/-- The vectors `(1, 0)` and `(1, 1)` with frequencies `1` and `2` are plasmon modes of an
explicit pair of two by two matrices, the first of which is invertible. -/
theorem plasmonModes_witness :
    IsUnit (!![2, 1; 1, 1] : Matrix (Fin 2) (Fin 2) ℂ) ∧
      PlasmonModes !![2, 1; 1, 1] !![-5 / 4, -1 / 4; -1 / 4, -1 / 4]
        ![![1, 0], ![1, 1]] ![1, 2] := by
  refine ⟨?_, ?_, ?_, ?_⟩
  · rw [Matrix.isUnit_iff_isUnit_det, det_fin_two_of]
    norm_num
  · intro l
    fin_cases l <;> simp
  · ext i j
    simp only [modeSum, Fin.sum_univ_two, Matrix.add_apply, Matrix.smul_apply,
      vecMulVec_apply, Pi.star_apply]
    fin_cases i <;> fin_cases j <;> simp
    norm_num
  · ext i j
    simp only [modeSum, Fin.sum_univ_two, Matrix.add_apply, Matrix.smul_apply,
      vecMulVec_apply, Pi.star_apply]
    fin_cases i <;> fin_cases j <;> simp <;> norm_num

end

end EngelFarid
```

```lean
#print axioms EngelFarid.mode_equation
#print axioms EngelFarid.engel_farid
#print axioms EngelFarid.response_limits
```

```
'EngelFarid.mode_equation' depends on axioms: [propext, Classical.choice, Quot.sound]
'EngelFarid.engel_farid' depends on axioms: [propext, Classical.choice, Quot.sound]
'EngelFarid.response_limits' depends on axioms: [propext, Classical.choice, Quot.sound]
```
